# For orthonormal columns of Q, the Ritz matrix QᴴAQ is the only minimizer of the block residual AQ − QB in the Frobenius norm

## Can another small matrix beat the Ritz matrix?

Take a two-level Hamiltonian with diagonal entries $a, d$ and coupling $b \neq 0$, and let my trial vector $q$ be the first basis state. For a number $\beta$ the residual $Aq - \beta q$ has the components $a-\beta$ and $b^*$, so its squared norm is $|a-\beta|^2 + |b|^2$. The best $\beta$ is $a$, and even an exact eigenvalue does worse.

In my block eigensolver there are several trial vectors, the columns of $Q$, and $\beta$ becomes a full matrix $B$. My $A$ also has a complex absorbing potential, so it isn't Hermitian. Is $Q^\dagger A Q$ still the best choice, or could the entries of some other $B$ trade off against each other and leave a smaller residual?

## No: the squared distance from the Ritz matrix adds to the squared residual

Your two-level formula carries over. Let $Q$ have orthonormal columns, $Q^\dagger Q = 1$, and put $H = Q^\dagger A Q$. Here $H$ is the small projected matrix; the Hamiltonian is $A$. Write $R_B = AQ - QB$ and $\|M\|^2 = \sum_{ij}|M_{ij}|^2$. Then, for every $B$,

$$\|R_B\|^2 = \|R_H\|^2 + \|H-B\|^2 .$$

The first term is your $|b|^2$, which no $B$ can remove, and the second is your $|a-\beta|^2$. Hermiticity of $A$ plays no part.

**Derivation.** The diagonal entries of $M^\dagger M$ are $\sum_i M_{ij}^* M_{ij}$, so $\|M\|^2 = \operatorname{tr} M^\dagger M$. Two facts follow.

- If $M^\dagger N = 0$, then its adjoint $N^\dagger M$ vanishes too. Hence $(M+N)^\dagger(M+N) = M^\dagger M + N^\dagger N$, and the trace gives $\|M+N\|^2 = \|M\|^2 + \|N\|^2$.
- Since $(QC)^\dagger QC = C^\dagger Q^\dagger Q C = C^\dagger C$, we have $\|QC\| = \|C\|$.

Next, project the residual onto the trial vectors:

$$Q^\dagger R_B = Q^\dagger A Q - Q^\dagger Q B = H - B .$$

This vanishes exactly when $B = H$, which is the Galerkin condition. Now split

$$R_B = AQ - QH + QH - QB = R_H + Q(H-B).$$

The two parts are orthogonal, because $R_H^\dagger Q(H-B) = (Q^\dagger R_H)^\dagger (H-B) = 0$. Their squared norms therefore add, and $\|Q(H-B)\| = \|H-B\|$ gives the identity.

The added term is never negative and is zero only if every entry of $H-B$ is zero, so $H$ is the unique minimizer. Setting $B=0$ gives the minimal value, $\|R_H\|^2 = \|AQ\|^2 - \|H\|^2$.

**A Lanczos-like example.** Let $A$ be real symmetric tridiagonal, $3\times3$, with diagonal $a_1,a_2,a_3$ and couplings $b_1,b_2$, and let $Q$ hold the first two coordinate vectors. Then

$$AQ = \begin{pmatrix} a_1 & b_1\\ b_1 & a_2\\ 0 & b_2\end{pmatrix},\qquad H = \begin{pmatrix} a_1 & b_1\\ b_1 & a_2\end{pmatrix}.$$

Subtracting $QH$ leaves only $b_2$ in the last row, so $\|R_H\|^2 = b_2^2$: the residual is the coupling to the vector not yet included.

**Where it is easy to go wrong.** The formula $Q^\dagger A Q$ relies on normalized columns, and orthogonality alone is not enough. With $A$ a nonzero number $a$ and $Q = 2$, the formula gives $4a$, while the residual $2a - 2\beta$ vanishes at $\beta = a$. The same trap awaits anyone who uses a non-orthogonal atomic-orbital basis and forgets the overlap matrix.

**What the Lean statements say.** The finite index types `n` and `k` label the basis states and the trial vectors; they are not numbers. `A` is any complex square matrix, `Q` is rectangular, and orthonormality is the hypothesis `hQ : Qᴴ * Q = 1`. `frobSq` is the squared norm as an explicit sum, `ritzMatrix A Q` is $H$, and `blockResidual A Q B` is $R_B$.

The identity is `residual_pythagoras`. In `minimizes_residual_iff`, `B` does at least as well as every competitor `C` if and only if it equals the Ritz matrix. The comparison is between squared norms, which has the same minimizers as one between norms. `ritz_residual_value` gives the minimum, and `chain_witness` is the tridiagonal example for all real parameters.

The subspace is fixed throughout. The name Rayleigh–Ritz usually suggests upper bounds on energies, but these theorems bound no eigenvalue. For block Lanczos or Davidson solvers in electronic structure, they single out the projected matrix as the one with the smallest Frobenius residual, for a finite matrix `A` and a given orthonormal block. A basis computed in floating point satisfies `hQ` only approximately, and that gap has to be controlled separately.

```lean
import Mathlib

open Matrix

namespace RitzBlockResidual

noncomputable section

variable {m n k : Type*} [Fintype m] [Fintype n] [Fintype k]

/-- The squared Frobenius norm of a complex matrix: the sum of the squared moduli of its
entries. -/
def frobSq (M : Matrix m k ℂ) : ℝ := ∑ i, ∑ j, ‖M i j‖ ^ 2

/-- The matrix `Qᴴ A Q`. When the columns of `Q` are orthonormal, it is the Ritz matrix `H`, the
compression of `A` to their span. -/
def ritzMatrix (A : Matrix n n ℂ) (Q : Matrix n k ℂ) : Matrix k k ℂ := Qᴴ * A * Q

/-- The block residual `A Q - Q B` left when the small matrix `B` stands in for the action of
`A` on the columns of `Q`. -/
def blockResidual (A : Matrix n n ℂ) (Q : Matrix n k ℂ) (B : Matrix k k ℂ) : Matrix n k ℂ :=
  A * Q - Q * B

/-- The squared Frobenius norm of `M` is the trace of `Mᴴ M`. -/
theorem frobSq_eq_trace (M : Matrix m k ℂ) : (frobSq M : ℂ) = (Mᴴ * M).trace := by
  unfold frobSq
  push_cast
  rw [Finset.sum_comm]
  simp only [Matrix.trace, Matrix.diag_apply, Matrix.mul_apply, Matrix.conjTranspose_apply]
  refine Finset.sum_congr rfl fun j _ => Finset.sum_congr rfl fun i _ => ?_
  exact (Complex.conj_mul' _).symm

/-- The squared Frobenius norm vanishes exactly for the zero matrix. -/
theorem frobSq_eq_zero_iff (M : Matrix m k ℂ) : frobSq M = 0 ↔ M = 0 := by
  constructor
  · intro h
    ext i j
    have hi := (Finset.sum_eq_zero_iff_of_nonneg
      (fun i _ => Finset.sum_nonneg fun j _ => sq_nonneg ‖M i j‖)).1 h i (Finset.mem_univ i)
    have hij := (Finset.sum_eq_zero_iff_of_nonneg
      (fun j _ => sq_nonneg ‖M i j‖)).1 hi j (Finset.mem_univ j)
    exact norm_eq_zero.1 (pow_eq_zero_iff (two_ne_zero)|>.1 hij)
  · rintro rfl
    simp [frobSq]

/-- Pythagoras for blocks of vectors: if every column of `M` is orthogonal to every column of
`N`, the squared Frobenius norms add. -/
theorem frobSq_add_of_orthogonal (M N : Matrix m k ℂ) (h : Mᴴ * N = 0) :
    frobSq (M + N) = frobSq M + frobSq N := by
  have h' : Nᴴ * M = 0 := by
    have := congrArg Matrix.conjTranspose h
    rwa [Matrix.conjTranspose_mul, Matrix.conjTranspose_conjTranspose,
      Matrix.conjTranspose_zero] at this
  apply Complex.ofReal_injective
  push_cast
  simp only [frobSq_eq_trace]
  -- both cross terms vanish
  rw [Matrix.conjTranspose_add, Matrix.add_mul, Matrix.mul_add, Matrix.mul_add, h, h',
    add_zero, zero_add, Matrix.trace_add]

variable [DecidableEq k]

/-- Multiplication from the left by a matrix with orthonormal columns preserves the squared
Frobenius norm. -/
theorem frobSq_isometry_mul (Q : Matrix n k ℂ) (hQ : Qᴴ * Q = 1) (C : Matrix k k ℂ) :
    frobSq (Q * C) = frobSq C := by
  have h : (Q * C)ᴴ * (Q * C) = Cᴴ * C := by
    rw [Matrix.conjTranspose_mul, Matrix.mul_assoc, ← Matrix.mul_assoc Qᴴ Q C, hQ,
      Matrix.one_mul]
  apply Complex.ofReal_injective
  rw [frobSq_eq_trace, frobSq_eq_trace, h]

/-- Galerkin condition: for orthonormal columns of `Q`, the block residual is orthogonal to
these columns exactly when `B` is the Ritz matrix. -/
theorem galerkin_iff (A : Matrix n n ℂ) (Q : Matrix n k ℂ) (hQ : Qᴴ * Q = 1)
    (B : Matrix k k ℂ) : Qᴴ * blockResidual A Q B = 0 ↔ B = ritzMatrix A Q := by
  have h : Qᴴ * blockResidual A Q B = ritzMatrix A Q - B := by
    unfold blockResidual ritzMatrix
    rw [Matrix.mul_sub, ← Matrix.mul_assoc, ← Matrix.mul_assoc, hQ, Matrix.one_mul]
  rw [h, sub_eq_zero, eq_comm]

/-- For orthonormal columns of `Q` and any `B`, the squared block residual is that of the Ritz
matrix plus the squared Frobenius distance of `B` from the Ritz matrix. -/
theorem residual_pythagoras (A : Matrix n n ℂ) (Q : Matrix n k ℂ) (hQ : Qᴴ * Q = 1)
    (B : Matrix k k ℂ) :
    frobSq (blockResidual A Q B) =
      frobSq (blockResidual A Q (ritzMatrix A Q)) + frobSq (ritzMatrix A Q - B) := by
  -- split off the part of the residual that lies in the span of the columns of Q
  have hsplit : blockResidual A Q B =
      blockResidual A Q (ritzMatrix A Q) + Q * (ritzMatrix A Q - B) := by
    unfold blockResidual
    rw [Matrix.mul_sub]
    abel
  -- the remaining part is orthogonal to that span
  have hG := congrArg Matrix.conjTranspose ((galerkin_iff A Q hQ (ritzMatrix A Q)).2 rfl)
  rw [Matrix.conjTranspose_mul, Matrix.conjTranspose_conjTranspose,
    Matrix.conjTranspose_zero] at hG
  rw [hsplit, frobSq_add_of_orthogonal _ _ (by rw [← Matrix.mul_assoc, hG, Matrix.zero_mul]),
    frobSq_isometry_mul Q hQ]

/-- For orthonormal columns of `Q`, a matrix `B` minimizes the Frobenius norm of the block
residual if and only if it is the Ritz matrix. -/
theorem minimizes_residual_iff (A : Matrix n n ℂ) (Q : Matrix n k ℂ) (hQ : Qᴴ * Q = 1)
    (B : Matrix k k ℂ) :
    (∀ C : Matrix k k ℂ, frobSq (blockResidual A Q B) ≤ frobSq (blockResidual A Q C)) ↔
      B = ritzMatrix A Q := by
  have hpos : ∀ M : Matrix k k ℂ, 0 ≤ frobSq M := fun M =>
    Finset.sum_nonneg fun i _ => Finset.sum_nonneg fun j _ => sq_nonneg ‖M i j‖
  constructor
  · intro h
    have h1 := h (ritzMatrix A Q)
    have h2 := residual_pythagoras A Q hQ B
    have h3 : frobSq (ritzMatrix A Q - B) = 0 :=
      le_antisymm (by linarith) (hpos _)
    exact (sub_eq_zero.1 ((frobSq_eq_zero_iff _).1 h3)).symm
  · rintro rfl C
    have h2 := residual_pythagoras A Q hQ C
    have h3 := hpos (ritzMatrix A Q - C)
    linarith

/-- For orthonormal columns of `Q`, the squared block residual of the Ritz matrix is the squared
Frobenius norm of `A Q` minus that of the Ritz matrix. -/
theorem ritz_residual_value (A : Matrix n n ℂ) (Q : Matrix n k ℂ) (hQ : Qᴴ * Q = 1) :
    frobSq (blockResidual A Q (ritzMatrix A Q)) =
      frobSq (A * Q) - frobSq (ritzMatrix A Q) := by
  have h := residual_pythagoras A Q hQ 0
  have h0 : blockResidual A Q 0 = A * Q := by
    rw [blockResidual, Matrix.mul_zero, sub_zero]
  rw [h0, sub_zero] at h
  linarith

/-- A real symmetric tridiagonal matrix on three sites, with diagonal `a₁, a₂, a₃` and couplings
`b₁, b₂`. -/
def chain (a₁ a₂ a₃ b₁ b₂ : ℝ) : Matrix (Fin 3) (Fin 3) ℂ :=
  !![(a₁ : ℂ), b₁, 0; b₁, a₂, b₂; 0, b₂, a₃]

/-- The first two coordinate vectors of three-dimensional space, as columns. -/
def firstTwo : Matrix (Fin 3) (Fin 2) ℂ := !![1, 0; 0, 1; 0, 0]

/-- For the three-site chain and the first two coordinate vectors, the columns are orthonormal,
the Ritz matrix is the leading block, and its squared block residual is `b₂ ^ 2`. -/
theorem chain_witness (a₁ a₂ a₃ b₁ b₂ : ℝ) :
    firstTwoᴴ * firstTwo = 1 ∧
      ritzMatrix (chain a₁ a₂ a₃ b₁ b₂) firstTwo = !![(a₁ : ℂ), b₁; b₁, a₂] ∧
      frobSq (blockResidual (chain a₁ a₂ a₃ b₁ b₂) firstTwo
        (ritzMatrix (chain a₁ a₂ a₃ b₁ b₂) firstTwo)) = b₂ ^ 2 := by
  have hH : ritzMatrix (chain a₁ a₂ a₃ b₁ b₂) firstTwo = !![(a₁ : ℂ), b₁; b₁, a₂] := by
    ext i j
    fin_cases i <;> fin_cases j <;>
      simp [ritzMatrix, chain, firstTwo, Matrix.mul_apply, Fin.sum_univ_succ]
  -- only the coupling to the third site survives in the residual
  have hR : blockResidual (chain a₁ a₂ a₃ b₁ b₂) firstTwo !![(a₁ : ℂ), b₁; b₁, a₂] =
      !![0, 0; 0, 0; 0, (b₂ : ℂ)] := by
    ext i j
    fin_cases i <;> fin_cases j <;>
      simp [blockResidual, chain, firstTwo]
  refine ⟨?_, hH, ?_⟩
  · ext i j
    fin_cases i <;> fin_cases j <;>
      simp [firstTwo, Matrix.mul_apply, Fin.sum_univ_succ]
  · rw [hH, hR]
    simp [frobSq, Fin.sum_univ_succ]

end

end RitzBlockResidual
```

```lean
#print axioms RitzBlockResidual.minimizes_residual_iff
-- 'RitzBlockResidual.minimizes_residual_iff' depends on axioms: [propext, Classical.choice, Quot.sound]
#print axioms RitzBlockResidual.ritz_residual_value
-- 'RitzBlockResidual.ritz_residual_value' depends on axioms: [propext, Classical.choice, Quot.sound]
```

**How the Lean proof is built.** `frobSq_eq_trace` exchanges the row and column sums, because the trace has the column index outside. The norm is real and the trace complex, so the two lemmas that use this formula prove their equalities in the complex numbers and return with `Complex.ofReal_injective`. In this way `frobSq_add_of_orthogonal` removes both cross terms, and `frobSq_isometry_mul` cancels $Q^\dagger Q$.

`galerkin_iff` first computes $Q^\dagger R_B = H - B$ and then reads off when it is zero. In `residual_pythagoras`, `hsplit` is the splitting of $R_B$ and `hG` is the adjoint Galerkin condition $R_H^\dagger Q = 0$; the two lemmas on norms finish the argument.

For uniqueness, comparing a minimizer `B` with the Ritz matrix forces `frobSq (ritzMatrix A Q - B)` to be zero. `frobSq_eq_zero_iff` then makes the difference vanish, using twice that a zero sum of nonnegative terms has only zero terms. The converse is the identity plus nonnegativity, combined by `linarith`. The minimal value comes from inserting `0` for `B`, and the example is checked entry by entry with `fin_cases` and `simp`.
